# Screening bounds the rows of a structure matrix whose negative inverse is Laplacian-like

**A:** Take a real invertible structure matrix S whose negative inverse L = −S⁻¹ has nonpositive off-diagonal entries and nonnegative row sums. For every uniform screening constant a > 0, the matrix 1 − aS is invertible, all entries of S(1 − aS)⁻¹ are nonpositive, and the magnitudes in each row add to at most 1/a.

**Q:** In LMTO theory, S describes how the tail of an orbital on one site expands about the other sites, and screening replaces it by

S^α = S(1 − αS)⁻¹

to obtain a more compact basis. There, α can differ between sites and orbitals. Do you have only one constant?

**A:** No, α is diagonal with its own entry α_i > 0 for each index i, and the uniform case is a corollary. The index set `n` is any finite set, so this is a finite cluster with real matrix elements.

```lean
import Mathlib

open Matrix

namespace LMTOScreening

noncomputable section

variable {n : Type*} [Fintype n] [DecidableEq n]
```

**Q:** What does the condition on L stand for? It looks chosen for convenience.

**A:** It says that L acts like a lattice Laplacian with leakage to ground. Electrostatics has an exact example: if −S is the matrix of potential coefficients of separate conductors, L is their Maxwell capacitance matrix, which has these signs and row sums. Then α_i is an extra capacitance from conductor i to ground.

```lean
/-- The structure matrix `S` is invertible, and `L = -S⁻¹` has nonpositive off-diagonal
entries and nonnegative row sums. -/
structure HasDominantInverse (S : Matrix n n ℝ) : Prop where
  isUnit_det : IsUnit S.det
  offDiag : ∀ i j, i ≠ j → (-S⁻¹) i j ≤ 0
  rowSum : ∀ i, 0 ≤ ∑ j, (-S⁻¹) i j
```

`isUnit_det` is invertibility, and `offDiag` and `rowSum` are the two conditions on L. Symmetry of S is not required.

**Q:** The usual bare LMTO matrix has zero on-site elements. Does it qualify?

**A:** It doesn't; I give the reason at the end. The step left to the user is to show that a given physical S satisfies `HasDominantInverse`. The results share the screening formula of tight-binding LMTO, but they apply only to finite real matrices that pass this check, which the usual bare matrix does not.

**Q:** And the screened matrix is defined in the usual order?

**A:** Yes. `diagonal α` is the diagonal matrix of screening constants. Lean's matrix inverse returns zero for a singular argument, so the definition has its physical meaning only once 1 − αS is known to be invertible. That is proved below.

```lean
/-- The screened structure matrix `S (1 - α S)⁻¹` with a screening constant `α i` on each site. If
`1 - α S` is singular, Lean's inverse is zero, and so is this matrix. -/
def screened (α : n → ℝ) (S : Matrix n n ℝ) : Matrix n n ℝ :=
  S * (1 - diagonal α * S)⁻¹
```

**Q:** Where do the signs come from?

**A:** From a minimum principle. Read x as a potential and (L + α)x as its source. If the source is nonnegative everywhere, so is x. Suppose it isn't, and let k be the site where x is smallest, so x_k < 0. Then

Σ_j L_kj x_j + α_k x_k = Σ_j L_kj (x_j − x_k) + (Σ_j L_kj) x_k + α_k x_k.

In the first sum, the term j = k vanishes, and every other term is a nonpositive L_kj times a nonnegative difference. The second term is a nonnegative row sum times a negative number. The third is strictly negative. The source at k is therefore negative, a contradiction.

```lean
omit [DecidableEq n] in
/-- Minimum principle: if `L` has nonpositive off-diagonal entries and nonnegative row sums,
and all `α i` are positive, then a field `x` with nonnegative source `(L + α) x` is itself
nonnegative. -/
theorem minimum_principle {L : Matrix n n ℝ} {α : n → ℝ}
    (hoff : ∀ i j, i ≠ j → L i j ≤ 0) (hrow : ∀ i, 0 ≤ ∑ j, L i j)
    (hα : ∀ i, 0 < α i) (x : n → ℝ)
    (hx : ∀ i, 0 ≤ ∑ j, L i j * x j + α i * x i) (i : n) : 0 ≤ x i := by
  have : Nonempty n := ⟨i⟩
  -- look at the site where the field is smallest
  obtain ⟨k, hk⟩ := Finite.exists_min x
  by_contra hi
  have hneg : x k < 0 := lt_of_le_of_lt (hk i) (not_le.mp hi)
  have h1 : ∑ j, L k j * (x j - x k) ≤ 0 := by
    refine Finset.sum_nonpos fun j _ => ?_
    by_cases hj : k = j
    · subst hj
      simp
    · exact mul_nonpos_of_nonpos_of_nonneg (hoff k j hj) (sub_nonneg.mpr (hk j))
  have h2 : ∑ j, L k j * (x j - x k) = ∑ j, L k j * x j - (∑ j, L k j) * x k := by
    rw [Finset.sum_mul, ← Finset.sum_sub_distrib]
    exact Finset.sum_congr rfl fun j _ => by ring
  have h3 : (∑ j, L k j) * x k ≤ 0 := mul_nonpos_of_nonneg_of_nonpos (hrow k) hneg.le
  have h4 : α k * x k < 0 := mul_neg_of_pos_of_neg (hα k) hneg
  linarith [hx k]
```

In the proof, `h1`, `h3` and `h4` are the signs of these three terms, `h2` is the splitting of the sum, and `linarith` draws the contradiction.

**Q:** 1 − αS could still be singular for an unlucky α. That would be a pole of S^α.

**A:** Positive α never meets one here. Suppose (1 − αS)v = 0 and put x = Sv. Then v = αx, and S⁻¹x = v gives Lx = −v. Hence

(L + α)x = −v + v = 0.

The source of x is zero, and so is the source of −x. The minimum principle gives x ≥ 0 and −x ≥ 0, so x = 0 and v = αx = 0. There is no nonzero null vector.

```lean
/-- If `S` has a dominant inverse and all screening constants are positive, then `1 - α S`
is invertible. -/
theorem isUnit_one_sub {S : Matrix n n ℝ} (hS : HasDominantInverse S) {α : n → ℝ}
    (hα : ∀ i, 0 < α i) : IsUnit (1 - diagonal α * S) := by
  rw [Matrix.isUnit_iff_isUnit_det, isUnit_iff_ne_zero]
  intro hdet
  obtain ⟨v, hv, h0⟩ := Matrix.exists_mulVec_eq_zero_iff.mpr hdet
  have hfix : ∀ i, v i = α i * (S *ᵥ v) i := by
    intro i
    have h := congrFun h0 i
    rw [Matrix.sub_mulVec, Matrix.one_mulVec, ← Matrix.mulVec_mulVec] at h
    simp only [Pi.sub_apply, Matrix.mulVec_diagonal, Pi.zero_apply] at h
    linarith
  have hback : ∀ i, ∑ j, S⁻¹ i j * (S *ᵥ v) j = v i := by
    intro i
    have h : S⁻¹ *ᵥ (S *ᵥ v) = v := by
      rw [Matrix.mulVec_mulVec, Matrix.nonsing_inv_mul _ hS.isUnit_det, Matrix.one_mulVec]
    exact congrFun h i
  -- the field `S v` has zero source, so both it and its negative are nonnegative
  have hpos : ∀ i, 0 ≤ (S *ᵥ v) i := by
    refine minimum_principle hS.offDiag hS.rowSum hα (S *ᵥ v) fun i => ?_
    simp only [Matrix.neg_apply, neg_mul, Finset.sum_neg_distrib]
    linarith [hback i, hfix i]
  have hneg : ∀ i, 0 ≤ -(S *ᵥ v) i := by
    refine minimum_principle hS.offDiag hS.rowSum hα (fun i => -(S *ᵥ v) i) fun i => ?_
    simp only [Matrix.neg_apply, mul_neg, neg_mul, neg_neg]
    linarith [hback i, hfix i]
  apply hv
  funext i
  have hx : (S *ᵥ v) i = 0 := le_antisymm (by linarith [hneg i]) (hpos i)
  have h := hfix i
  rw [hx, mul_zero] at h
  exact h
```

Here `hfix` is v = αSv and `hback` is S⁻¹(Sv) = v. The principle is then applied twice, in `hpos` and `hneg`.

**Q:** How do you get from there to the entries of S^α?

**A:** Screening is a diagonal shift of the inverse:

(S⁻¹ − α)S^α = (1 − αS)(1 − αS)⁻¹ = 1,

because S⁻¹S = 1. Equivalently, (L + α)(−S^α) = 1.

```lean
/-- Screening shifts the inverse structure matrix: if `S` has a dominant inverse and all
`α i` are positive, the screened matrix is inverse to `S⁻¹ - α`. -/
theorem inverse_shift {S : Matrix n n ℝ} (hS : HasDominantInverse S) {α : n → ℝ}
    (hα : ∀ i, 0 < α i) : (S⁻¹ - diagonal α) * screened α S = 1 := by
  have hu := (Matrix.isUnit_iff_isUnit_det _).mp (isUnit_one_sub hS hα)
  rw [screened, ← Matrix.mul_assoc, Matrix.sub_mul,
    Matrix.nonsing_inv_mul _ hS.isUnit_det, Matrix.mul_nonsing_inv _ hu]
```

Column j of −S^α is therefore the potential of a unit source on site j. The source is nonnegative, so the potential is too, and every S^α_ij ≤ 0.

```lean
/-- If `S` has a dominant inverse and all screening constants are positive, every entry of
the screened structure matrix is nonpositive. -/
theorem screened_nonpos {S : Matrix n n ℝ} (hS : HasDominantInverse S) {α : n → ℝ}
    (hα : ∀ i, 0 < α i) (i j : n) : screened α S i j ≤ 0 := by
  -- column `j` of `-screened α S` is the field of a unit source on site `j`
  have h : 0 ≤ -screened α S i j := by
    refine minimum_principle hS.offDiag hS.rowSum hα (fun k => -screened α S k j)
      (fun k => ?_) i
    have he := congrFun (congrFun (inverse_shift hS hα) k) j
    rw [Matrix.sub_mul, Matrix.sub_apply, Matrix.diagonal_mul, Matrix.mul_apply] at he
    have h1 : (0 : ℝ) ≤ (1 : Matrix n n ℝ) k j := by
      rw [Matrix.one_apply]
      split_ifs <;> norm_num
    simp only [Matrix.neg_apply, mul_neg, neg_mul, neg_neg]
    linarith
  linarith
```

**Q:** Signs alone don't bound anything.

**A:** The row sums do. A one-sided inverse of a finite square matrix is two-sided, so S^α(S⁻¹ − α) = 1 as well. Summing row i over its columns gives

Σ_k S^α_ik (Σ_j (S⁻¹)_kj − α_k) = 1.

Since S^α_ik = −|S^α_ik| and L = −S⁻¹, this is an exact sum rule:

Σ_k |S^α_ik| (α_k + Σ_j L_kj) = 1.

```lean
/-- Exact sum rule: for `S` with a dominant inverse and positive `α`, the magnitudes in each
row of the screened matrix, weighted by `α k` plus the `k`-th row sum of `-S⁻¹`, add to one. -/
theorem row_sum_rule {S : Matrix n n ℝ} (hS : HasDominantInverse S) {α : n → ℝ}
    (hα : ∀ i, 0 < α i) (i : n) :
    ∑ k, |screened α S i k| * (α k + ∑ j, (-S⁻¹) k j) = 1 := by
  have hrow : ∑ j, (screened α S * (S⁻¹ - diagonal α)) i j = 1 := by
    rw [mul_eq_one_comm.mp (inverse_shift hS hα)]
    simp [Matrix.one_apply]
  rw [Matrix.mul_sub] at hrow
  simp only [Matrix.sub_apply, Matrix.mul_diagonal, Finset.sum_sub_distrib] at hrow
  simp only [Matrix.mul_apply] at hrow
  rw [Finset.sum_comm] at hrow
  simp only [← Finset.mul_sum] at hrow
  rw [← Finset.sum_sub_distrib] at hrow
  refine Eq.trans (Finset.sum_congr rfl fun k _ => ?_) hrow
  rw [abs_of_nonpos (screened_nonpos hS hα i k)]
  simp only [Matrix.neg_apply, Finset.sum_neg_distrib]
  ring
```

In Lean, `mul_eq_one_comm` swaps the factors, `Finset.sum_comm` exchanges the two sums, and `abs_of_nonpos` brings in the magnitudes.

Each row sum Σ_j L_kj is nonnegative, so leaving it out can only lower the left side:

Σ_k |S^α_ik| α_k ≤ 1.

The next theorem collects invertibility, signs and this bound.

```lean
/-- Let `S` have a dominant inverse and let all site-dependent screening constants be
positive. Then `1 - α S` is invertible, the screened matrix has only nonpositive entries, and
the magnitudes in each row, weighted by the screening constants, add to at most one. -/
theorem screening_bound {S : Matrix n n ℝ} (hS : HasDominantInverse S) {α : n → ℝ}
    (hα : ∀ i, 0 < α i) :
    IsUnit (1 - diagonal α * S) ∧ (∀ i j, screened α S i j ≤ 0) ∧
      ∀ i, ∑ j, |screened α S i j| * α j ≤ 1 := by
  refine ⟨isUnit_one_sub hS hα, screened_nonpos hS hα, fun i => ?_⟩
  rw [← row_sum_rule hS hα i]
  refine Finset.sum_le_sum fun k _ => ?_
  exact mul_le_mul_of_nonneg_left (by linarith [hS.rowSum k]) (abs_nonneg _)
```

**Q:** So with site-dependent constants, the bound is on a weighted sum.

**A:** Yes, with the screening constant of the column site as weight. If all α_k equal a, dividing by a gives the unweighted bound Σ_k |S^α_ik| ≤ 1/a. The Lean statement writes the matrix as `1 - a • S`, and `hd` identifies this with the diagonal form.

```lean
/-- Uniform screening: for `S` with a dominant inverse and `a > 0`, `1 - a S` is invertible,
`S (1 - a S)⁻¹` has only nonpositive entries, and each row has absolute sum at most `1 / a`. -/
theorem uniform_screening {S : Matrix n n ℝ} (hS : HasDominantInverse S) {a : ℝ}
    (ha : 0 < a) :
    IsUnit (1 - a • S) ∧ (∀ i j, (S * (1 - a • S)⁻¹) i j ≤ 0) ∧
      ∀ i, ∑ j, |(S * (1 - a • S)⁻¹) i j| ≤ 1 / a := by
  have hd : diagonal (fun _ : n => a) * S = a • S := by
    ext i j
    simp [Matrix.diagonal_mul]
  have h := screening_bound hS (α := fun _ => a) (fun _ => ha)
  simp only [screened, hd] at h
  refine ⟨h.1, h.2.1, fun i => ?_⟩
  rw [le_div_iff₀ ha, Finset.sum_mul]
  exact h.2.2 i
```

**Q:** People screen to make S short-ranged. Have you shown that?

**A:** No. The sites carry no positions here, so nothing is said about decay with distance. What does hold is that stronger screening never increases the magnitude of an entry. Let β_k ≥ α_k on every site. Inserting the difference of the two shifted inverses gives

S^α(β − α)S^β = S^α[(S⁻¹ − α) − (S⁻¹ − β)]S^β = S^β − S^α.

On the left, each term is a product of two nonpositive entries and a nonnegative difference, so S^α_ij ≤ S^β_ij ≤ 0 and the magnitude cannot grow.

```lean
/-- For `S` with a dominant inverse and positive screening constants, raising the constants
from `α` to `β` on any sites does not increase the magnitude of any screened entry. -/
theorem screening_monotone {S : Matrix n n ℝ} (hS : HasDominantInverse S) {α β : n → ℝ}
    (hα : ∀ i, 0 < α i) (hαβ : ∀ i, α i ≤ β i) (i j : n) :
    |screened β S i j| ≤ |screened α S i j| := by
  have hβ : ∀ i, 0 < β i := fun i => lt_of_lt_of_le (hα i) (hαβ i)
  have hA := mul_eq_one_comm.mp (inverse_shift hS hα)
  have hB := inverse_shift hS hβ
  -- the two screened matrices are linked by a Dyson-type identity
  have hD : screened α S * diagonal (fun k => β k - α k) * screened β S
      = screened β S - screened α S := by
    have hdiff : diagonal (fun k => β k - α k)
        = (S⁻¹ - diagonal α) - (S⁻¹ - diagonal β) := by
      rw [← Matrix.diagonal_sub]
      abel
    rw [hdiff, Matrix.mul_sub, Matrix.sub_mul, hA, Matrix.one_mul, Matrix.mul_assoc, hB,
      Matrix.mul_one]
  have he := congrFun (congrFun hD i) j
  rw [Matrix.sub_apply, Matrix.mul_apply] at he
  simp only [Matrix.mul_diagonal] at he
  have hnn : 0 ≤ ∑ k, screened α S i k * (β k - α k) * screened β S k j :=
    Finset.sum_nonneg fun k _ => mul_nonneg_of_nonpos_of_nonpos
      (mul_nonpos_of_nonpos_of_nonneg (screened_nonpos hS hα i k)
        (sub_nonneg.mpr (hαβ k))) (screened_nonpos hS hβ k j)
  rw [abs_of_nonpos (screened_nonpos hS hβ i j), abs_of_nonpos (screened_nonpos hS hα i j)]
  linarith
```

`hD` is this identity, which has the form of a Dyson equation, and `hnn` is the sign of its left side.

**Q:** Show me one matrix that satisfies your conditions.

**A:** Two sites, with −2/3 on the diagonal of S and −1/3 off it. Then L has 2 on the diagonal and −1 off it, and both row sums are 1.

```lean
/-- A two-site structure matrix with diagonal entries `-2/3` and off-diagonal entries `-1/3`
has a dominant inverse. -/
theorem hasDominantInverse_witness :
    HasDominantInverse (!![-2/3, -1/3; -1/3, -2/3] : Matrix (Fin 2) (Fin 2) ℝ) := by
  have hinv : (!![-2/3, -1/3; -1/3, -2/3] : Matrix (Fin 2) (Fin 2) ℝ)⁻¹
      = !![-2, 1; 1, -2] := by
    apply Matrix.inv_eq_right_inv
    ext i j
    fin_cases i <;> fin_cases j <;> norm_num [Matrix.mul_apply, Fin.sum_univ_two]
  refine ⟨?_, ?_, ?_⟩
  · rw [isUnit_iff_ne_zero, Matrix.det_fin_two_of]
    norm_num
  · intro i j
    rw [hinv]
    fin_cases i <;> fin_cases j <;> norm_num
  · intro i
    rw [hinv]
    fin_cases i <;> norm_num [Fin.sum_univ_two]

end

end LMTOScreening
```

The proof supplies the inverse explicitly and checks the entries. For a = 1, the screened matrix has −3/8 on the diagonal and −1/8 off it. Each row has absolute sum 1/2, below the bound 1, and the sum rule reads (1/2)(1 + 1) = 1.

```lean
#print axioms LMTOScreening.screening_bound
#print axioms LMTOScreening.uniform_screening
#print axioms LMTOScreening.screening_monotone
```

```
'LMTOScreening.screening_bound' depends on axioms: [propext, Classical.choice, Quot.sound]
'LMTOScreening.uniform_screening' depends on axioms: [propext, Classical.choice, Quot.sound]
'LMTOScreening.screening_monotone' depends on axioms: [propext, Classical.choice, Quot.sound]
```

**Q:** You still owe me the reason why the usual bare matrix fails.

**A:** It follows from a neighbouring result: under the same conditions, S itself has only nonpositive entries and a strictly negative diagonal. I add this as an ordinary limit argument, separate from the compiled theorems. Let a → 0 from above in S(1 − aS)⁻¹. The entries stay nonpositive and tend to those of S, so S_ij ≤ 0. Now take the diagonal entry i of LS = −1:

L_ii S_ii + Σ_{j≠i} L_ij S_ji = −1.

Each term with j ≠ i is a product of two nonpositive numbers, so L_ii S_ii ≤ −1. Hence S_ii is nonzero, and being nonpositive, it is negative.

A matrix with zero on-site elements is thus excluded. So is one that contains both s and p orbitals with nonzero s–p elements of both signs, as happens when an atom has neighbours on opposite sides. The conditions can hold for a Coulomb-like matrix that includes a self-term, as they do for the conductors above, but a self-term alone doesn't guarantee them.
